# Mulliken approximation for two equal-exponent line Gaussians: charge and dipole are kept, the second moment rises by the overlap times the squared half-distance

## Replacing a two-centre density by one-centre densities

A matrix element of a local potential \(V\) between real normalised basis functions \(g_A\) and \(g_B\) (\(\int g_A^2\,dx=\int g_B^2\,dx=1\)) on centres \(A\) and \(B\) is an integral over the product density \(g_A g_B\), and a two-electron integral couples two such products. The Mulliken approximation replaces the two-centre product in these integrals by a sum of one-centre densities:
\[
g_A g_B \;\longrightarrow\; \frac S2\left(g_A^2+g_B^2\right), \qquad S=\int g_A g_B\,dx ,
\]
where \(S\) is the overlap. After this step \(\int g_A V g_B\,dx\) becomes \(S/2\) times the sum of two diagonal elements, and multi-centre integrals reduce to integrals over one-centre densities. For a potential that is a polynomial in \(x\), the error is fixed by the changes in the moments of the density. For two normalised s-type Gaussians on a line with a common exponent, these changes have a closed form up to second order: charge and dipole are unchanged, and the second moment grows by \(S\) times the square of half the distance between the centres. In this one-dimensional, equal-exponent model the replacement is therefore exact for the matrix element of a uniform field and errs by a known amount for a harmonic well.

## Orbitals, densities and moments

Fix \(a>0\). This condition describes a bound orbital that decays away from its centre, and it makes every integral below converge. The orbital at position \(c\) is
\[
g_c(x)=\left(\frac{2a}{\pi}\right)^{1/4}e^{-a(x-c)^2},
\]
which is `gauss a c x`, with the fourth root written as `sqrt (sqrt (2 * a / π))`. The pair density \(\rho_{AB}=g_Ag_B\) is `pairDensity a A B`, and the Mulliken density \(\rho^{M}_{AB}=\frac S2(g_A^2+g_B^2)\) is `mulliken a A B`. The overlap `overlap a A B` is defined as the integral \(\int g_Ag_B\,dx\), so its closed form is something to be proved. The \(n\)-th moment of a density \(\rho\) is \(M_n[\rho]=\int x^n\rho(x)\,dx\), which is `moment n ρ`. Moments are taken about the origin, the densities are not divided by their charge, and the sign and size of the electron charge are left out, so \(M_0\) is the charge and \(M_1\) the dipole in number-density units. An auxiliary object is the unit cloud of exponent \(b>0\),
\[
\gamma_{b,c}(x)=\sqrt{b/\pi}\;e^{-b(x-c)^2},
\]
which is `cloud b c x`.

## What is kept and what is raised

The theorem `mulliken_moments` takes `0 < a` and any real \(h\), and places the centres at \(h\) and \(-h\). Write \(\rho\) and \(\rho^M\) for the two densities in this geometry. For \(n=0,1,2\) both \(x^n\rho\) and \(x^n\rho^M\) are integrable, and
\[
M_0[\rho^M]=M_0[\rho],\qquad M_1[\rho^M]=M_1[\rho],\qquad M_2[\rho^M]=M_2[\rho]+S h^2 .
\]
The integrability clause matters because Mathlib assigns the value zero to the integral of a non-integrable function, and without that clause equal moments could mean \(0=0\). The sign of \(h\) is free, and at \(h=0\) the two densities coincide and the increase is zero.

In the symmetric geometry both dipoles vanish by parity, so the dipole statement has more content in the general form `mulliken_error`. For arbitrary real centres \(A,B\) and any weight \(w(x)=p+qx+rx^2\) with real \(p,q,r\),
\[
\int w\,\rho^M_{AB}\,dx=\int w\,\rho_{AB}\,dx+r\,S\left(\frac{A-B}{2}\right)^2 .
\]
Convergence of these two integrals is stated in `mulliken_weighted` and `pair_weighted`. The weight \((x-x_0)^2\) has \(r=1\) for every reference point \(x_0\), so the error does not depend on the origin. A well \(\frac12k(x-x_0)^2\) of force constant \(k\) has \(r=k/2\), and its matrix element changes by \(kS(A-B)^2/8\). Finally, `second_moment_eq_iff` says that the second moments agree if and only if \(A=B\).

The statements concern one dimension, real s-type primitives and one shared exponent. Contracted functions, higher angular momentum, moments beyond the second and Coulomb integrals, whose kernel is not a quadratic polynomial, are not treated.

## From the Gaussian integral to the error term

**Centred moments.** Let \(I_n=\int x^ne^{-bx^2}dx\), with the known value \(I_0=\sqrt{\pi/b}\). Two derivatives are needed:
\[
\frac{d}{dx}e^{-bx^2}=-2b\,x\,e^{-bx^2},\qquad \frac{d}{dx}\left(xe^{-bx^2}\right)=e^{-bx^2}-2b\,x^2e^{-bx^2}.
\]
The functions being differentiated vanish at \(\pm\infty\), so each right-hand side integrates to zero. This gives \(-2bI_1=0\) and \(I_0-2bI_2=0\), hence \(I_1=0\) and \(I_2=\sqrt{\pi/b}/(2b)\).

**A displaced cloud.** Put \(x=y+c\). Then \(w(x)=(p+qc+rc^2)+(q+2rc)\,y+r\,y^2\), and
\[
\int w\,\gamma_{b,c}\,dx=\sqrt{b/\pi}\left[(p+qc+rc^2)I_0+(q+2rc)I_1+rI_2\right]=p+qc+r\left(c^2+\frac1{2b}\right).
\]
The cloud has charge \(1\), centre \(c\) and variance \(1/(2b)\).

**The product of two orbitals.** Let \(P=(A+B)/2\) and \(d=(A-B)/2\), so that \(x-A=(x-P)-d\) and \(x-B=(x-P)+d\). The cross terms cancel in the sum of squares,
\[
(x-A)^2+(x-B)^2=2(x-P)^2+2d^2=2(x-P)^2+\tfrac12(A-B)^2 ,
\]
and the two prefactors multiply to \(\sqrt{2a/\pi}\), the prefactor of a cloud with \(b=2a\). Therefore
\[
g_Ag_B=e^{-a(A-B)^2/2}\,\gamma_{2a,P}.
\]
This is the Gaussian product theorem in its equal-exponent case, the one in which the product sits at the midpoint.

**Exact integrals.** Combining the last two steps, with \(1/(2b)=1/(4a)\),
\[
\int w\,\rho_{AB}\,dx=e^{-a(A-B)^2/2}\left[p+qP+r\left(P^2+\frac1{4a}\right)\right].
\]
The weight \(w=1\) gives \(S=e^{-a(A-B)^2/2}\), and setting \(A=B=c\) gives \(\int g_c^2\,dx=1\).

**Mulliken integrals.** With both centres equal the product formula reads \(g_A^2=\gamma_{2a,A}\) and \(g_B^2=\gamma_{2a,B}\). Averaging the two cloud integrals,
\[
\int w\,\rho^M_{AB}\,dx=S\left[p+q\,\frac{A+B}2+r\left(\frac{A^2+B^2}2+\frac1{4a}\right)\right].
\]
The terms in \(p\) and \(q\) and the width \(1/(4a)\) are the same as in the exact integral. What remains is
\[
\frac{A^2+B^2}2-\left(\frac{A+B}2\right)^2=\left(\frac{A-B}2\right)^2=d^2 ,
\]
so the error is \(rSd^2\). Since \(S>0\), the error in the second moment (\(r=1\)) vanishes exactly when \(A=B\).

For \(A=h\), \(B=-h\) one has \(P=0\), \(d=h\) and \(S=e^{-2ah^2}\). Both charges equal \(S\), both dipoles are zero, and the second moments are \(S/(4a)\) and \(S\,(h^2+1/(4a))\). Per unit charge, the variance goes from \(1/(4a)\) to \(1/(4a)+h^2\): one cloud at the midpoint has been split into two halves of the same width and moved out to \(\pm h\).

## The Gaussians, moments and theorems in Lean

```lean
import Mathlib

open MeasureTheory Real

namespace MullikenGaussian

noncomputable section

/-- The Gaussian orbital `(2a/π)^(1/4) exp(-a (x - c)²)` of exponent `a` centred at `c`. -/
def gauss (a c x : ℝ) : ℝ := sqrt (sqrt (2 * a / π)) * exp (-a * (x - c) ^ 2)

/-- The Gaussian charge cloud `√(b/π) exp(-b (x - c)²)`. -/
def cloud (b c x : ℝ) : ℝ := sqrt (b / π) * exp (-b * (x - c) ^ 2)

/-- The two-centre product density `g_A g_B`. -/
def pairDensity (a A B x : ℝ) : ℝ := gauss a A x * gauss a B x

/-- The overlap integral `S = ∫ g_A g_B`. -/
def overlap (a A B : ℝ) : ℝ := ∫ x, gauss a A x * gauss a B x

/-- The Mulliken replacement `(S/2)(g_A² + g_B²)` of the product density. -/
def mulliken (a A B x : ℝ) : ℝ := overlap a A B / 2 * (gauss a A x ^ 2 + gauss a B x ^ 2)

/-- The `n`-th moment `∫ xⁿ ρ(x) dx` of a density on the line. -/
def moment (n : ℕ) (ρ : ℝ → ℝ) : ℝ := ∫ x, x ^ n * ρ x

/-- For `b > 0`, `x² exp(-b x²)` is integrable, and `exp(-b x²)` has first moment `0` and
second moment `√(π/b) / (2b)`. -/
theorem centred_moments {b : ℝ} (hb : 0 < b) :
    Integrable (fun x : ℝ => x ^ 2 * exp (-b * x ^ 2)) ∧
    ∫ x : ℝ, x * exp (-b * x ^ 2) = 0 ∧
    ∫ x : ℝ, x ^ 2 * exp (-b * x ^ 2) = sqrt (π / b) / (2 * b) := by
  have i0 := integrable_exp_neg_mul_sq hb
  have i1 := integrable_mul_exp_neg_mul_sq hb
  have i2 : Integrable (fun x : ℝ => x ^ 2 * exp (-b * x ^ 2)) := by
    simpa only [Real.rpow_two] using
      integrable_rpow_mul_exp_neg_mul_sq hb (s := 2) (by norm_num)
  have d0 : ∀ x : ℝ, HasDerivAt (fun x : ℝ => exp (-b * x ^ 2))
      (-2 * b * (x * exp (-b * x ^ 2))) x := by
    intro x
    have h : HasDerivAt (fun x : ℝ => x ^ 2) (2 * x) x := by simpa using hasDerivAt_pow 2 x
    exact ((h.const_mul (-b)).exp).congr_deriv (by ring)
  have d1 : ∀ x : ℝ, HasDerivAt (fun x : ℝ => x * exp (-b * x ^ 2))
      (exp (-b * x ^ 2) - 2 * b * (x ^ 2 * exp (-b * x ^ 2))) x := fun x =>
    ((hasDerivAt_id' x).fun_mul (d0 x)).congr_deriv (by ring)
  -- integrals of total derivatives vanish
  have z0 : ∫ x : ℝ, -2 * b * (x * exp (-b * x ^ 2)) = 0 :=
    integral_eq_zero_of_hasDerivAt_of_integrable d0 (i1.const_mul _) i0
  have z1 : ∫ x : ℝ, (exp (-b * x ^ 2) - 2 * b * (x ^ 2 * exp (-b * x ^ 2))) = 0 :=
    integral_eq_zero_of_hasDerivAt_of_integrable d1 (i0.sub (i2.const_mul _)) i1
  rw [integral_const_mul] at z0
  rw [integral_sub i0 (i2.const_mul _), integral_const_mul, integral_gaussian] at z1
  refine ⟨i2, (mul_eq_zero.mp z0).resolve_left (by linarith), ?_⟩
  rw [eq_div_iff (by positivity)]
  linarith

/-- A cloud of exponent `b > 0` at `c` integrates the weight `p + q x + r x²` to
`p + q c + r (c² + 1/(2b))`, the integral being convergent. -/
theorem cloud_weighted {b : ℝ} (hb : 0 < b) (c p q r : ℝ) :
    Integrable (fun x => (p + q * x + r * x ^ 2) * cloud b c x) ∧
    ∫ x, (p + q * x + r * x ^ 2) * cloud b c x = p + q * c + r * (c ^ 2 + 1 / (2 * b)) := by
  obtain ⟨i2, m1, m2⟩ := centred_moments hb
  have j0 := (integrable_exp_neg_mul_sq hb).const_mul (p + q * c + r * c ^ 2)
  have j1 := (integrable_mul_exp_neg_mul_sq hb).const_mul (q + 2 * r * c)
  have j2 := i2.const_mul r
  have j01 : Integrable (fun y : ℝ => (p + q * c + r * c ^ 2) * exp (-b * y ^ 2)
      + (q + 2 * r * c) * (y * exp (-b * y ^ 2))) := j0.add j1
  have hs : sqrt (b / π) * sqrt (π / b) = 1 := by
    have h1 : b / π * (π / b) = 1 := by field_simp
    rw [← Real.sqrt_mul (by positivity), h1, Real.sqrt_one]
  -- expand the weight about the centre
  obtain ⟨F, hF⟩ : ∃ F : ℝ → ℝ, F = fun y => sqrt (b / π) *
      ((p + q * c + r * c ^ 2) * exp (-b * y ^ 2) + (q + 2 * r * c) * (y * exp (-b * y ^ 2))
        + r * (y ^ 2 * exp (-b * y ^ 2))) := ⟨_, rfl⟩
  have iF : Integrable F := by
    rw [hF]
    exact (j01.add j2).const_mul _
  have vF : ∫ y, F y = p + q * c + r * (c ^ 2 + 1 / (2 * b)) := by
    simp only [hF]
    rw [integral_const_mul, integral_add j01 j2, integral_add j0 j1, integral_const_mul,
      integral_const_mul, integral_const_mul, integral_gaussian, m1, m2]
    linear_combination (p + q * c + r * c ^ 2 + r / (2 * b)) * hs
  have e : (fun x => (p + q * x + r * x ^ 2) * cloud b c x) = fun x => F (x - c) := by
    funext x
    simp only [hF, cloud]
    ring
  rw [e]
  exact ⟨iF.comp_sub_right c, by rw [integral_sub_right_eq_self F c, vF]⟩

/-- Gaussian product theorem for equal exponents: `g_A g_B` is `exp(-a (A-B)²/2)` times the
cloud of exponent `2a` at the midpoint. -/
theorem gaussian_product (a A B x : ℝ) :
    pairDensity a A B x = exp (-a * (A - B) ^ 2 / 2) * cloud (2 * a) ((A + B) / 2) x := by
  have hN := Real.mul_self_sqrt (Real.sqrt_nonneg (2 * a / π))
  have hE : exp (-a * (x - A) ^ 2) * exp (-a * (x - B) ^ 2)
      = exp (-a * (A - B) ^ 2 / 2) * exp (-(2 * a) * (x - (A + B) / 2) ^ 2) := by
    rw [← Real.exp_add, ← Real.exp_add]
    congr 1
    ring
  unfold pairDensity gauss cloud
  linear_combination (exp (-a * (x - A) ^ 2) * exp (-a * (x - B) ^ 2)) * hN
    + sqrt (2 * a / π) * hE

/-- The product density integrates `p + q x + r x²` to
`exp(-a (A-B)²/2) (p + q P + r (P² + 1/(4a)))` with `P` the midpoint, convergently. -/
theorem pair_weighted {a : ℝ} (ha : 0 < a) (A B p q r : ℝ) :
    Integrable (fun x => (p + q * x + r * x ^ 2) * pairDensity a A B x) ∧
    ∫ x, (p + q * x + r * x ^ 2) * pairDensity a A B x = exp (-a * (A - B) ^ 2 / 2) *
      (p + q * ((A + B) / 2) + r * (((A + B) / 2) ^ 2 + 1 / (4 * a))) := by
  obtain ⟨i, v⟩ := cloud_weighted (b := 2 * a) (by positivity) ((A + B) / 2) p q r
  have e : (fun x => (p + q * x + r * x ^ 2) * pairDensity a A B x) = fun x =>
      exp (-a * (A - B) ^ 2 / 2) *
        ((p + q * x + r * x ^ 2) * cloud (2 * a) ((A + B) / 2) x) := by
    funext x
    rw [gaussian_product]
    ring
  rw [e]
  exact ⟨i.const_mul _, by rw [integral_const_mul, v]; ring⟩

/-- The overlap of the Gaussians at `A` and `B` is `exp(-a (A-B)²/2)`. -/
theorem overlap_eq {a : ℝ} (ha : 0 < a) (A B : ℝ) :
    overlap a A B = exp (-a * (A - B) ^ 2 / 2) := by
  have h := (pair_weighted ha A B 1 0 0).2
  simp only [zero_mul, add_zero, one_mul, mul_one] at h
  exact h

/-- The Gaussian orbital is normalised: `∫ g² = 1`. -/
theorem gauss_normalised {a : ℝ} (ha : 0 < a) (c : ℝ) : ∫ x, gauss a c x ^ 2 = 1 := by
  have h := overlap_eq ha c c
  simpa [overlap, sq] using h

/-- The Mulliken density integrates `p + q x + r x²` to
`S (p + q (A+B)/2 + r ((A² + B²)/2 + 1/(4a)))`, convergently. -/
theorem mulliken_weighted {a : ℝ} (ha : 0 < a) (A B p q r : ℝ) :
    Integrable (fun x => (p + q * x + r * x ^ 2) * mulliken a A B x) ∧
    ∫ x, (p + q * x + r * x ^ 2) * mulliken a A B x = overlap a A B *
      (p + q * ((A + B) / 2) + r * ((A ^ 2 + B ^ 2) / 2 + 1 / (4 * a))) := by
  obtain ⟨iA, vA⟩ := pair_weighted ha A A p q r
  obtain ⟨iB, vB⟩ := pair_weighted ha B B p q r
  have h1 : ∀ c : ℝ, exp (-a * (c - c) ^ 2 / 2) = 1 := fun c => by simp
  rw [h1] at vA vB
  have e : (fun x => (p + q * x + r * x ^ 2) * mulliken a A B x) = fun x =>
      overlap a A B / 2 * ((p + q * x + r * x ^ 2) * pairDensity a A A x
        + (p + q * x + r * x ^ 2) * pairDensity a B B x) := by
    funext x
    simp only [mulliken, pairDensity]
    ring
  rw [e]
  exact ⟨(iA.add iB).const_mul _, by rw [integral_const_mul, integral_add iA iB, vA, vB]; ring⟩

/-- For any centres and any weight `p + q x + r x²`, the Mulliken integral equals the exact
one plus `r S ((A - B)/2)²`. -/
theorem mulliken_error {a : ℝ} (ha : 0 < a) (A B p q r : ℝ) :
    ∫ x, (p + q * x + r * x ^ 2) * mulliken a A B x
      = (∫ x, (p + q * x + r * x ^ 2) * pairDensity a A B x)
        + r * overlap a A B * ((A - B) / 2) ^ 2 := by
  rw [(mulliken_weighted ha A B p q r).2, (pair_weighted ha A B p q r).2, overlap_eq ha]
  ring

/-- For Gaussians at `h` and `-h`, the moments up to order two of both densities converge;
the Mulliken replacement keeps charge and dipole and raises the second moment by `S h²`. -/
theorem mulliken_moments {a : ℝ} (ha : 0 < a) (h : ℝ) :
    (∀ n ≤ 2, Integrable (fun x => x ^ n * pairDensity a h (-h) x) ∧
      Integrable (fun x => x ^ n * mulliken a h (-h) x)) ∧
    moment 0 (mulliken a h (-h)) = moment 0 (pairDensity a h (-h)) ∧
    moment 1 (mulliken a h (-h)) = moment 1 (pairDensity a h (-h)) ∧
    moment 2 (mulliken a h (-h))
      = moment 2 (pairDensity a h (-h)) + overlap a h (-h) * h ^ 2 := by
  have hi : ∀ ρ : ℝ → ℝ, (∀ p q r : ℝ, Integrable (fun x => (p + q * x + r * x ^ 2) * ρ x)) →
      ∀ n ≤ 2, Integrable (fun x : ℝ => x ^ n * ρ x) := by
    intro ρ H n hn
    interval_cases n
    · exact (H 1 0 0).congr (Filter.Eventually.of_forall fun x => by simp)
    · exact (H 0 1 0).congr (Filter.Eventually.of_forall fun x => by simp)
    · exact (H 0 0 1).congr (Filter.Eventually.of_forall fun x => by simp)
  -- each moment is a special quadratic weight
  have e0 : ∀ ρ, moment 0 ρ = ∫ x, (1 + 0 * x + 0 * x ^ 2) * ρ x := fun ρ => by simp [moment]
  have e1 : ∀ ρ, moment 1 ρ = ∫ x, (0 + 1 * x + 0 * x ^ 2) * ρ x := fun ρ => by simp [moment]
  have e2 : ∀ ρ, moment 2 ρ = ∫ x, (0 + 0 * x + 1 * x ^ 2) * ρ x := fun ρ => by simp [moment]
  refine ⟨fun n hn => ⟨hi _ (fun p q r => (pair_weighted ha _ _ p q r).1) n hn,
    hi _ (fun p q r => (mulliken_weighted ha _ _ p q r).1) n hn⟩, ?_, ?_, ?_⟩
  · rw [e0, e0, mulliken_error ha]; ring
  · rw [e1, e1, mulliken_error ha]; ring
  · rw [e2, e2, mulliken_error ha]; ring

/-- The Mulliken replacement reproduces the second moment exactly when the centres coincide. -/
theorem second_moment_eq_iff {a : ℝ} (ha : 0 < a) (A B : ℝ) :
    moment 2 (mulliken a A B) = moment 2 (pairDensity a A B) ↔ A = B := by
  have e2 : ∀ ρ, moment 2 ρ = ∫ x, (0 + 0 * x + 1 * x ^ 2) * ρ x := fun ρ => by simp [moment]
  have hS : 0 < overlap a A B := by rw [overlap_eq ha]; exact Real.exp_pos _
  rw [e2, e2, mulliken_error ha]
  constructor
  · intro H
    have h0 : overlap a A B * ((A - B) / 2) ^ 2 = 0 := by linarith
    have h1 := (mul_eq_zero.mp h0).resolve_left hS.ne'
    have h2 : (A - B) / 2 = 0 := (pow_eq_zero_iff two_ne_zero).mp h1
    linarith
  · rintro rfl
    ring

end

end MullikenGaussian
```

```lean
#print axioms MullikenGaussian.gauss_normalised
#print axioms MullikenGaussian.mulliken_moments
#print axioms MullikenGaussian.second_moment_eq_iff
```

```
'MullikenGaussian.gauss_normalised' depends on axioms: [propext, Classical.choice, Quot.sound]
'MullikenGaussian.mulliken_moments' depends on axioms: [propext, Classical.choice, Quot.sound]
'MullikenGaussian.second_moment_eq_iff' depends on axioms: [propext, Classical.choice, Quot.sound]
```

## Centred moments and translation

In `centred_moments`, `i0`, `i1` and `i2` give integrability of \(x^ne^{-bx^2}\) for \(n=0,1,2\), and `d0` and `d1` are the two derivatives. The vanishing of boundary terms is supplied by `integral_eq_zero_of_hasDerivAt_of_integrable`: when a differentiable function and its derivative are both integrable on the line, the derivative integrates to zero. This yields `z0` and `z1`, the equations \(-2bI_1=0\) and \(I_0-2bI_2=0\), with \(I_0\) taken from Mathlib's `integral_gaussian`. The factor \(b\neq0\) is then divided out.

In `cloud_weighted`, `F` is the integrand expanded in \(y\). The step `vF` integrates it term by term, inserts \(I_0\), \(I_1\), \(I_2\), and closes with `linear_combination`, which multiplies `hs`, the identity \(\sqrt{b/\pi}\sqrt{\pi/b}=1\), by the expected value. The equality `e` shows that the original integrand is `F (x - c)`, and `integral_sub_right_eq_self` is the substitution \(x=y+c\).

## Product formula, overlap and norm

`gaussian_product` is a pointwise identity, stated for every real `a` and used only for positive `a`. Its two ingredients are `hN`, the square of the fourth root, and `hE`, in which `Real.exp_add` merges the exponentials so that `ring` can check the completed square. `pair_weighted` applies `cloud_weighted` with exponent `2 * a` at `(A + B) / 2` and pulls the constant prefactor out of the integral. `overlap_eq` is the instance `pair_weighted ha A B 1 0 0`, and `gauss_normalised` is `overlap_eq` at coincident centres. The latter confirms the word "normalised"; the later proofs obtain the one-centre integrals directly from `pair_weighted`.

## Averaging the one-centre clouds and subtracting

`mulliken_weighted` uses `pair_weighted` twice, at \((A,A)\) and at \((B,B)\), where `h1` reduces the exponential prefactor to \(1\). Linearity of the integral, `integral_add iA iB`, gives the average. `mulliken_error` rewrites both integrals and the overlap by their closed forms, and `ring` verifies the identity for \(d^2\).

In `mulliken_moments`, `e0`, `e1` and `e2` write the moments as the weights \((p,q,r)=(1,0,0)\), \((0,1,0)\) and \((0,0,1)\), and `hi` does the same for integrability, with `interval_cases n` running through \(n=0,1,2\). The error term is then zero, zero and \(S\,((h-(-h))/2)^2=Sh^2\). In `second_moment_eq_iff`, equal moments force \(Sd^2=0\); `hS` gives \(S>0\) from the exponential form, so \(d=0\). The converse substitutes \(B=A\).

## Unequal exponents and three dimensions

The two remarks below are reasoned in the same way as the derivation but have no theorem behind them in the file.

The model could have given each orbital its own exponent, \(a\) at \(A\) and \(a'\) at \(B\). The charge would still be kept, since each normalised square carries weight \(S/2\). The product would be centred at \((aA+a'B)/(a+a')\), whereas the Mulliken density has its centre of charge at \((A+B)/2\), so the dipole would be kept only for \(a=a'\) or \(A=B\). The single parameter `a` in `pairDensity` and `mulliken` is thus what carries the dipole statement for distinct centres.

In three dimensions, s-type Gaussians of equal exponent at points \(\mathbf A\) and \(\mathbf B\) factorise along the Cartesian axes, and a unit cloud at \(\mathbf c\) has second moments \(c_ic_j+\delta_{ij}/(2b)\), with \(\delta_{ij}\) the Kronecker symbol. The same averaging would keep charge and dipole vector and change the tensor \(\int x_ix_j\,\rho\,d^3x\) by \(S\,d_id_j\), where \(\mathbf d=(\mathbf A-\mathbf B)/2\), an elongation along the line that joins the centres.
